# Integrated Mandelstam–Tamm bound in finite dimension: survival probability at least $\cos^2(st)$ for $0\le st\le\pi/2$

Without a bound that holds at finite times, I can't say how long a state must keep some overlap with its starting point. For a static Hamiltonian and energy spread $s$ ($\hbar=1$), the survival probability begins as $1-s^2t^2$. That expression vanishes at $st=1$, but the expansion is no longer reliable there. Higher moments of the energy distribution also enter, and they can be huge at fixed $s$. Could a few very high levels make the evolved state orthogonal to the initial one by $st=1$, or even sooner?

## No: the spread alone keeps the overlap nonzero until $st=\pi/2$

Let $H$ be Hermitian on a finite-dimensional space, with $\psi'=-iH\psi$ and $\|\psi(0)\|=1$. Write $E=\langle\psi(0),H\psi(0)\rangle$ and $s=\|(H-E)\psi(0)\|$. Then, for $t\ge0$ and $st\le\pi/2$,
$$|\langle\psi(0),\psi(t)\rangle|^2\ge\cos^2(st).$$

**A parabola below the cosine.** Put $a=st$. There is a $c$ such that, for every real $x$,
$$\cos a+c(a^2-x^2)\le\cos x.$$
For $a=0$, take $c=1/2$, which gives the familiar $1-x^2/2\le\cos x$. For $a>0$, take $c=\sin a/(2a)$ and let $g(x)=2a\cos x+x^2\sin a$, so that
$$g'(x)=2(x\sin a-a\sin x).$$
Concavity of the sine gives $x\sin y\le y\sin x$ for $0\le x\le y\le\pi$. Hence $g'\le0$ on $[0,a]$ and $g'\ge0$ on $[a,\pi]$. For $x\ge\pi$, $\sin a\ge2a/\pi$ gives $x\sin a\ge2a\ge a\sin x$, so again $g'\ge0$. Thus $g(x)\ge g(a)$ for $x\ge0$, and for all $x$ since $g$ is even. Dividing by $2a$ gives the claim.

**Averaging over energies.** Let $b_j$ be orthonormal eigenvectors with energies $\varepsilon_j$, and let $p_j=|\langle b_j,\psi(0)\rangle|^2$. Since $\langle b_j,H\psi\rangle=\varepsilon_j\langle b_j,\psi\rangle$, the derivative of $e^{i\varepsilon_jt}\langle b_j,\psi(t)\rangle$ is zero. Each amplitude therefore only acquires the phase $e^{-i\varepsilon_jt}$, and
$$\mathrm{Re}\,e^{iEt}\langle\psi(0),\psi(t)\rangle=\sum_jp_j\cos((E-\varepsilon_j)t).$$
With $\sum_jp_j=1$ and $\sum_jp_j(E-\varepsilon_j)^2=s^2$, the parabola bounds this below by
$$\cos a+c(a^2-s^2t^2)=\cos a.$$
A modulus is at least its real part, and $\cos a\ge0$, so squaring gives the result. High levels do no harm because the parabola lies below the cosine on the whole line.

If the overlap vanishes at some $t\ge0$, then $st\ge\pi/2$; otherwise $\cos^2(st)$ would be positive.

## The same argument in Lean

```lean
import Mathlib

open scoped InnerProductSpace Real

namespace MandelstamTammIntegrated

noncomputable section

variable {V : Type*} [NormedAddCommGroup V] [InnerProductSpace ℂ V]

/-- The Schrödinger equation `ψ' = -i H ψ` at all times, in units with `ħ = 1`. -/
def IsSchrodinger (H : V →ₗ[ℂ] V) (ψ : ℝ → V) : Prop :=
  ∀ t, HasDerivAt ψ (-(Complex.I • H (ψ t))) t

/-- The mean energy: the real part of `⟨φ, H φ⟩`. -/
def meanEnergy (H : V →ₗ[ℂ] V) (φ : V) : ℝ := (⟪φ, H φ⟫_ℂ).re

/-- The energy spread: the norm of `(H - ⟨H⟩) φ`. -/
def energySpread (H : V →ₗ[ℂ] V) (φ : V) : ℝ :=
  ‖H φ - (meanEnergy H φ : ℂ) • φ‖

/-- The sine lies above its chords from the origin: `x sin y ≤ y sin x` for `0 ≤ x ≤ y ≤ π`. -/
theorem sin_chord {x y : ℝ} (hx : 0 ≤ x) (hxy : x ≤ y) (hy : y ≤ π) :
    x * Real.sin y ≤ y * Real.sin x := by
  rcases (hx.trans hxy).eq_or_lt with h0 | hpos
  · have hx0 : x = 0 := by linarith
    simp [hx0, ← h0]
  · have h1 : x / y ≤ 1 := (div_le_one hpos).2 hxy
    have h := strictConcaveOn_sin_Icc.concaveOn.2
      (⟨le_rfl, Real.pi_pos.le⟩ : (0 : ℝ) ∈ Set.Icc 0 π) ⟨hpos.le, hy⟩
      (sub_nonneg.2 h1) (div_nonneg hx hpos.le) (sub_add_cancel 1 (x / y))
    simp only [smul_eq_mul, Real.sin_zero, mul_zero, zero_add,
      div_mul_cancel₀ _ hpos.ne'] at h
    calc x * Real.sin y = y * (x / y * Real.sin y) := by field_simp
      _ ≤ y * Real.sin x := mul_le_mul_of_nonneg_left h hpos.le

/-- For `0 ≤ a ≤ π/2` some parabola in `x`, equal to the cosine at `x = a`, lies below the
cosine on the whole real line. -/
theorem cos_above_parabola {a : ℝ} (ha0 : 0 ≤ a) (ha : a ≤ π / 2) :
    ∃ c : ℝ, ∀ x : ℝ, Real.cos a + c * (a ^ 2 - x ^ 2) ≤ Real.cos x := by
  rcases ha0.eq_or_lt with rfl | hpos
  · refine ⟨1 / 2, fun x => ?_⟩
    have h := Real.one_sub_sq_div_two_le_cos (x := x)
    rw [Real.cos_zero]
    linarith
  -- `g` is `2 * a` times the cosine minus the parabola, plus a constant;
  -- for nonnegative arguments it decreases up to `a` and increases afterwards
  let g : ℝ → ℝ := fun y => 2 * a * Real.cos y + Real.sin a * (y * y)
  have hg : ∀ x, HasDerivAt g (2 * (x * Real.sin a - a * Real.sin x)) x := by
    intro x
    refine (((Real.hasDerivAt_cos x).const_mul (2 * a)).fun_add
      (((hasDerivAt_id' x).fun_mul (hasDerivAt_id' x)).const_mul (Real.sin a))).congr_deriv ?_
    ring
  have hd : Differentiable ℝ g := fun x => (hg x).differentiableAt
  have key : ∀ x, 0 ≤ x → g a ≤ g x := by
    intro x hx
    rcases le_total x a with h | h
    · have hm : AntitoneOn g (Set.Icc 0 a) := by
        refine antitoneOn_of_deriv_nonpos (convex_Icc 0 a) hd.continuous.continuousOn
          hd.differentiableOn fun y hy => ?_
        rw [interior_Icc] at hy
        rw [(hg y).deriv]
        linarith [sin_chord hy.1.le hy.2.le (by linarith [Real.pi_pos])]
      exact hm ⟨hx, h⟩ ⟨ha0, le_rfl⟩ h
    · have hm : MonotoneOn g (Set.Ici a) := by
        refine monotoneOn_of_deriv_nonneg (convex_Ici a) hd.continuous.continuousOn
          hd.differentiableOn fun y hy => ?_
        rw [interior_Ici] at hy
        have hay : a < y := hy
        rw [(hg y).deriv]
        rcases le_total y π with hy' | hy'
        · linarith [sin_chord ha0 hay.le hy']
        · have h1 : 2 / π * a ≤ Real.sin a := Real.mul_le_sin ha0 ha
          have h2 : π * (2 / π * a) = 2 * a := by field_simp
          have h3 : π * (2 / π * a) ≤ y * Real.sin a :=
            mul_le_mul hy' h1 (by positivity) (by linarith)
          have h4 := mul_le_mul_of_nonneg_left (Real.sin_le_one y) ha0
          linarith
      exact hm (Set.mem_Ici.2 le_rfl) h h
  refine ⟨Real.sin a / (2 * a), fun x => ?_⟩
  have k := key |x| (abs_nonneg x)
  simp only [g, Real.cos_abs, abs_mul_abs_self] at k
  have e : Real.sin a / (2 * a) * (a ^ 2 - x ^ 2)
      = (Real.sin a * (a * a) - Real.sin a * (x * x)) / (2 * a) := by ring
  have h : (Real.sin a * (a * a) - Real.sin a * (x * x)) / (2 * a)
      ≤ Real.cos x - Real.cos a := by
    rw [div_le_iff₀ (by positivity)]
    linarith
  rw [e]
  linarith

/-- For symmetric `H`, the amplitude of a Schrödinger evolution on an eigenvector of real
energy `E` changes only by the phase `exp(-i E t)`. -/
theorem amplitude_evolution {H : V →ₗ[ℂ] V} (hH : H.IsSymmetric) {ψ : ℝ → V}
    (hψ : IsSchrodinger H ψ) {e : V} {E : ℝ} (he : H e = (E : ℂ) • e) (t : ℝ) :
    ⟪e, ψ t⟫_ℂ = Complex.exp (-(Complex.I * E * t)) * ⟪e, ψ 0⟫_ℂ := by
  -- undoing the phase leaves a constant
  have hd : ∀ u : ℝ, HasDerivAt
      (fun u : ℝ => Complex.exp (Complex.I * E * u) * ⟪e, ψ u⟫_ℂ) 0 u := by
    intro u
    have h1 : HasDerivAt (fun u : ℝ => Complex.I * E * (u : ℂ)) (Complex.I * E) u := by
      simpa using (hasDerivAt_id u).ofReal_comp.const_mul (Complex.I * (E : ℂ))
    have h2 := (hasDerivAt_const u e).inner ℂ (hψ u)
    refine (h1.cexp.fun_mul h2).congr_deriv ?_
    rw [inner_neg_right, inner_smul_right, ← hH e (ψ u), he, inner_smul_left,
      Complex.conj_ofReal, inner_zero_left]
    ring
  have k := is_const_of_deriv_eq_zero (fun u => (hd u).differentiableAt)
    (fun u => (hd u).deriv) t 0
  simp only [Complex.ofReal_zero, mul_zero, Complex.exp_zero, one_mul] at k
  rw [← k, ← mul_assoc, ← Complex.exp_add, neg_add_cancel, Complex.exp_zero, one_mul]

/-- In finite dimension, for symmetric `H`, a unit initial state of energy spread `s`, `t ≥ 0` and
`s t ≤ π/2`, the overlap with the initial state, freed of the mean-energy phase, has real part at
least `cos (s t)`. -/
theorem cos_le_re_overlap [FiniteDimensional ℂ V] {H : V →ₗ[ℂ] V} (hH : H.IsSymmetric)
    {ψ : ℝ → V} (hψ : IsSchrodinger H ψ) (h1 : ‖ψ 0‖ = 1) {t : ℝ} (ht : 0 ≤ t)
    (hst : energySpread H (ψ 0) * t ≤ π / 2) :
    Real.cos (energySpread H (ψ 0) * t) ≤
      (Complex.exp (((meanEnergy H (ψ 0) * t : ℝ) : ℂ) * Complex.I) * ⟪ψ 0, ψ t⟫_ℂ).re := by
  obtain ⟨c, hc⟩ := cos_above_parabola (mul_nonneg (norm_nonneg _) ht) hst
  let b := hH.eigenvectorBasis rfl
  let ε := hH.eigenvalues rfl
  have hb : ∀ j, H (b j) = (ε j : ℂ) • b j := fun j => hH.apply_eigenvectorBasis rfl j
  set s := energySpread H (ψ 0) with hs
  set E := meanEnergy H (ψ 0) with hE
  -- the energy distribution is normalised and has variance `s ^ 2`
  have hp : ∑ j, ‖⟪b j, ψ 0⟫_ℂ‖ ^ 2 = 1 := by
    rw [b.sum_sq_norm_inner_right, h1, one_pow]
  have hvar : ∑ j, ‖⟪b j, ψ 0⟫_ℂ‖ ^ 2 * (E - ε j) ^ 2 = s ^ 2 := by
    rw [hs, energySpread, ← hE, ← b.sum_sq_norm_inner_right]
    refine Finset.sum_congr rfl fun j _ => ?_
    have h : ⟪b j, H (ψ 0) - (E : ℂ) • ψ 0⟫_ℂ = ((ε j - E : ℝ) : ℂ) * ⟪b j, ψ 0⟫_ℂ := by
      rw [inner_sub_right, inner_smul_right, ← hH (b j) (ψ 0), hb, inner_smul_left,
        Complex.conj_ofReal, Complex.ofReal_sub]
      ring
    rw [h, norm_mul, Complex.norm_real, Real.norm_eq_abs, mul_pow, sq_abs]
    ring
  -- each energy contributes its probability times a cosine
  have hterm : ∀ j, (Complex.exp (((E * t : ℝ) : ℂ) * Complex.I) *
      (⟪ψ 0, b j⟫_ℂ * ⟪b j, ψ t⟫_ℂ)).re
        = ‖⟪b j, ψ 0⟫_ℂ‖ ^ 2 * Real.cos ((E - ε j) * t) := by
    intro j
    have hexp : Complex.exp ((((E - ε j) * t : ℝ) : ℂ) * Complex.I)
        = Complex.exp (((E * t : ℝ) : ℂ) * Complex.I)
          * Complex.exp (-(Complex.I * ε j * t)) := by
      rw [← Complex.exp_add]
      congr 1
      push_cast
      ring
    have h : Complex.exp (((E * t : ℝ) : ℂ) * Complex.I) * (⟪ψ 0, b j⟫_ℂ * ⟪b j, ψ t⟫_ℂ)
        = ((‖⟪b j, ψ 0⟫_ℂ‖ ^ 2 : ℝ) : ℂ)
          * Complex.exp ((((E - ε j) * t : ℝ) : ℂ) * Complex.I) := by
      rw [amplitude_evolution hH hψ (hb j) t, ← inner_conj_symm (ψ 0) (b j), hexp,
        Complex.ofReal_pow, ← Complex.conj_mul']
      ring
    rw [h, Complex.re_ofReal_mul, Complex.exp_ofReal_mul_I_re]
  calc Real.cos (s * t)
      = Real.cos (s * t) * ∑ j, ‖⟪b j, ψ 0⟫_ℂ‖ ^ 2
        + (c * (s * t) ^ 2 * ∑ j, ‖⟪b j, ψ 0⟫_ℂ‖ ^ 2
          - c * t ^ 2 * ∑ j, ‖⟪b j, ψ 0⟫_ℂ‖ ^ 2 * (E - ε j) ^ 2) := by
        rw [hp, hvar]
        ring
    _ = ∑ j, ‖⟪b j, ψ 0⟫_ℂ‖ ^ 2 *
          (Real.cos (s * t) + c * ((s * t) ^ 2 - ((E - ε j) * t) ^ 2)) := by
        rw [Finset.mul_sum, Finset.mul_sum, Finset.mul_sum, ← Finset.sum_sub_distrib,
          ← Finset.sum_add_distrib]
        exact Finset.sum_congr rfl fun j _ => by ring
    _ ≤ ∑ j, ‖⟪b j, ψ 0⟫_ℂ‖ ^ 2 * Real.cos ((E - ε j) * t) :=
        Finset.sum_le_sum fun j _ => mul_le_mul_of_nonneg_left (hc _) (sq_nonneg _)
    _ = _ := by
        rw [← b.sum_inner_mul_inner (ψ 0) (ψ t), Finset.mul_sum, Complex.re_sum]
        exact Finset.sum_congr rfl fun j _ => (hterm j).symm

/-- Integrated Mandelstam-Tamm bound in finite dimension: for symmetric `H` and a unit initial state
of energy spread `s`, the survival probability is at least `cos² (s t)` while `t ≥ 0` and
`s t ≤ π/2`. -/
theorem mandelstam_tamm [FiniteDimensional ℂ V] {H : V →ₗ[ℂ] V} (hH : H.IsSymmetric)
    {ψ : ℝ → V} (hψ : IsSchrodinger H ψ) (h1 : ‖ψ 0‖ = 1) {t : ℝ} (ht : 0 ≤ t)
    (hst : energySpread H (ψ 0) * t ≤ π / 2) :
    Real.cos (energySpread H (ψ 0) * t) ^ 2 ≤ ‖⟪ψ 0, ψ t⟫_ℂ‖ ^ 2 := by
  have h0 : 0 ≤ energySpread H (ψ 0) * t := mul_nonneg (norm_nonneg _) ht
  have h := (cos_le_re_overlap hH hψ h1 ht hst).trans (Complex.re_le_norm _)
  rw [norm_mul, Complex.norm_exp_ofReal_mul_I, one_mul] at h
  exact pow_le_pow_left₀
    (Real.cos_nonneg_of_mem_Icc ⟨by linarith [Real.pi_pos], hst⟩) h 2

/-- Orthogonalisation time in finite dimension: for symmetric `H`, a unit initial state of energy
spread `s` that is orthogonal to its evolved state at a time `t ≥ 0` satisfies `s t ≥ π/2`. -/
theorem orthogonalisation_time [FiniteDimensional ℂ V] {H : V →ₗ[ℂ] V} (hH : H.IsSymmetric)
    {ψ : ℝ → V} (hψ : IsSchrodinger H ψ) (h1 : ‖ψ 0‖ = 1) {t : ℝ} (ht : 0 ≤ t)
    (horth : ⟪ψ 0, ψ t⟫_ℂ = 0) : π / 2 ≤ energySpread H (ψ 0) * t := by
  by_contra hlt
  have hlt' := lt_of_not_ge hlt
  have h0 : 0 ≤ energySpread H (ψ 0) * t := mul_nonneg (norm_nonneg _) ht
  have hcos := Real.cos_pos_of_mem_Ioo ⟨by linarith [Real.pi_pos], hlt'⟩
  have h := mandelstam_tamm hH hψ h1 ht hlt'.le
  rw [horth, norm_zero] at h
  nlinarith [pow_pos hcos 2]

end

end MandelstamTammIntegrated
```

```lean
#print axioms MandelstamTammIntegrated.mandelstam_tamm
#print axioms MandelstamTammIntegrated.orthogonalisation_time
```

```
'MandelstamTammIntegrated.mandelstam_tamm' depends on axioms: [propext, Classical.choice, Quot.sound]
'MandelstamTammIntegrated.orthogonalisation_time' depends on axioms: [propext, Classical.choice, Quot.sound]
```

## What the definitions and theorems say

`V` is a complex inner product space, conjugate-linear in the first slot. `H.IsSymmetric` is Hermiticity, and `IsSchrodinger` imposes the differential equation at every real time. `meanEnergy` takes a real part, which for Hermitian `H` is the whole expectation value. For a unit state, `energySpread` is the usual standard deviation of the energy.

`mandelstam_tamm` is the displayed bound, and `orthogonalisation_time` is its consequence for orthogonal states. They concern return to the initial state, not the rate of change of a general observable. If $s=0$, the bound gives survival probability 1 at every $t\ge0$.

In finite-basis propagation with a static Hamiltonian, this limits the decay of the initial state using a number available at $t=0$. The Lean theorems do not cover unbounded Hamiltonians. For a self-adjoint one with $\psi(0)$ in its domain, the same parabola can be averaged over the spectral measure instead of a finite sum.

## How the lemmas divide the work

`sin_chord` supplies the concavity inequality. `cos_above_parabola` turns the signs of $g'$ into monotonicity on either side of $a$, then uses `|x|` to reach negative arguments. `amplitude_evolution` shows that the amplitude with its phase undone has zero derivative; its `E` is an eigenvalue, not the mean energy.

In `cos_le_re_overlap`, `hp` and `hvar` are the normalisation and variance, `hterm` gives each cosine, and the final `calc` averages the parabola. `mandelstam_tamm` removes the phase by taking norms and squares.

## Past the time limit

The bound can fail if the condition $st\le\pi/2$ is removed. Take energies $0$ and $5$ with probabilities $4/5$ and $1/5$, so $s=2$. At $t=\pi/2$, $st=\pi$ and $\cos^2(st)=1$, but the survival probability is
$$|4/5-i/5|^2=17/25.$$
So the range of $st$ cannot be extended to include $\pi$. By continuity, the bound also fails in this example for $st$ slightly below $\pi$; the example does not decide the values just above $\pi/2$.
